# Trapped Occupations Never Have a Larger Gap than the Aufbau State in a Fixed-Level DFT+U Model

A DFT+U calculation started from different orbital occupations can converge to different solutions. The Hubbard correction lowers filled orbitals and raises empty ones, so an electron placed in the wrong orbital may stay there. Suppose one run ends in the aufbau state, with the lowest bare levels filled, and another with the same number of electrons is trapped in a different insulating state. Can the trapped state have the larger gap?

## The gap of an occupation pattern

Take $M$ spin orbitals, each holding at most one electron and numbered from $0$ to $M-1$, with fixed bare levels $e_0\le e_1\le\dots\le e_{M-1}$ and occupations $n_i$. The model energy is

$$E(n)=\sum_i\Big[e_i n_i+\tfrac U2\,n_i(1-n_i)\Big].$$

The parameter $U$ stands for the effective on-site repulsion; when positive, it penalises fractional occupation. The level of orbital $i$ is the derivative of the energy with respect to its occupation:

$$\varepsilon_i=\frac{\partial E}{\partial n_i}=e_i+\tfrac U2(1-2n_i)=e_i+U\big(\tfrac12-n_i\big).$$

Let $S$ be the set of filled orbitals, with at least one orbital filled and one empty. Filled levels lie at $e_i-U/2$ and empty ones at $e_j+U/2$, so the gap, lowest empty minus highest filled level, is

$$\Delta(S)=U+\min_{j\notin S}e_j-\max_{i\in S}e_i .$$

If $\Delta(S)>0$, refilling the corrected levels from the bottom reproduces $S$, so the configuration is self-consistent.

## Comparing configurations with equal electron number

Let $h$ and $l=h+1$ be neighbouring orbitals, and let $A=\{0,\dots,h\}$ be the aufbau configuration, with $N=h+1$ electrons. Write $g=e_l-e_h\ge0$. The highest filled bare level of $A$ is $e_h$ and the lowest empty one is $e_l$, so $\Delta(A)=U+g$.

Now let $S\neq A$ also have $N$ elements. If $S$ were contained in $A$, equal size would make them equal. Hence $S$ contains some $i\ge l$. For the same reason $A$ is not contained in $S$, so some $j\le h$ is empty. Therefore

$$\max_S e\ge e_i\ge e_l,\qquad \min_{S^c}e\le e_j\le e_h,\qquad \Delta(S)\le U+e_h-e_l=U-g .$$

Since $U-g\le U+g$, the trapped state cannot have the larger gap.

The bound is attained by moving one electron from $h$ to $l$: the highest filled bare level is then $e_l$ and the lowest empty one $e_h$, which gives exactly $U-g$. A configuration $S\neq A$ with $N$ electrons and positive gap therefore exists precisely when $g<U$.

## Two electrons in four orbitals

Let the bare levels be $0,1,3,4$ eV and $U=5$ eV, with two electrons. Then $h=1$, $l=2$ and $g=2$ eV.

- For $\{0,1\}$, the filled levels are $-2.5,-1.5$ and the empty ones $5.5,6.5$. The gap is $7=U+g$.
- For $\{0,2\}$, the filled levels are $-2.5,0.5$ and the empty ones $3.5,6.5$. The gap is $3=U-g$.
- For $\{2,3\}$, the filled levels are $0.5,1.5$ and the empty ones $2.5,3.5$. The gap is $1$, below the bound.

With $U=1$ eV the promoted configuration $\{0,2\}$ has gap $-1$ eV and is no longer self-consistent.

## The model in Lean

Orbitals are elements of `Fin M`, which also counts from zero.

```lean
import Mathlib

open Finset

namespace HubbardMetastableGap

noncomputable section

variable {M : ℕ}
```

The energy accepts arbitrary real occupations, and $U$ may have either sign.

```lean
/-- The DFT+U model energy of occupations `n`: fixed bare levels `e` plus the Hubbard
correction `(U/2) ∑ n (1 - n)`. -/
def energy (e : Fin M → ℝ) (U : ℝ) (n : Fin M → ℝ) : ℝ :=
  ∑ j, (e j * n j + U / 2 * (n j * (1 - n j)))
```

The corrected level is first written down as a formula; its link to the energy is proved below.

```lean
/-- The corrected orbital level `e i + U (1/2 - n i)`. -/
def level (e : Fin M → ℝ) (U : ℝ) (n : Fin M → ℝ) (i : Fin M) : ℝ :=
  e i + U * (1 / 2 - n i)
```

A configuration is a finite set `S`, turned into occupations zero and one.

```lean
/-- The integer occupations of a configuration: one on the orbitals in `S`, zero elsewhere. -/
def occ (S : Finset (Fin M)) (i : Fin M) : ℝ := if i ∈ S then 1 else 0
```

In `gap`, `Sᶜ` is the set of empty orbitals, and `inf'` and `sup'` are the minimum and maximum over a nonempty finite set. The arguments `hS` and `hE` supply the filled and the empty orbital that a gap requires.

```lean
/-- The gap of a configuration with at least one occupied and one empty orbital: lowest empty
corrected level minus highest occupied corrected level. -/
def gap (e : Fin M → ℝ) (U : ℝ) (S : Finset (Fin M)) (hS : S.Nonempty)
    (hE : Sᶜ.Nonempty) : ℝ :=
  Sᶜ.inf' hE (level e U (occ S)) - S.sup' hS (level e U (occ S))
```

These definitions use a single $U$ for all orbitals, diagonal occupations and bare levels that do not respond to the electrons. In a full calculation orbitals relax and the bare levels move with the density, so the inequality between gaps may fail there.

## Levels as derivatives of the energy

`Function.update n i x` changes only the occupation of orbital `i` to `x`. The theorem says that the derivative of the energy at `x = n i` is `level e U n i`, for fractional occupations too. The step `hterm` differentiates each summand: the product rule handles orbital `i`, and all other terms are constant.

```lean
/-- The corrected level of an orbital is the derivative of the model energy with respect to
the occupation of that orbital. -/
theorem hasDerivAt_energy (e : Fin M → ℝ) (U : ℝ) (n : Fin M → ℝ) (i : Fin M) :
    HasDerivAt (fun x => energy e U (Function.update n i x)) (level e U n i) (n i) := by
  unfold energy
  have hterm : ∀ j ∈ (univ : Finset (Fin M)), HasDerivAt
      (fun x => e j * Function.update n i x j
        + U / 2 * (Function.update n i x j * (1 - Function.update n i x j)))
      (if j = i then level e U n i else 0) (n i) := by
    intro j _
    by_cases hj : j = i
    · rw [hj]
      simp only [Function.update_self, ↓reduceIte]
      have h1 := hasDerivAt_id' (n i)
      refine ((h1.const_mul (e i)).fun_add
        ((h1.fun_mul (h1.const_sub 1)).const_mul (U / 2))).congr_deriv ?_
      unfold level
      ring
    · simp only [Function.update_of_ne hj, if_neg hj]
      exact hasDerivAt_const _ _
  -- only the term of orbital `i` survives
  refine (HasDerivAt.fun_sum hterm).congr_deriv ?_
  simp
```

## From corrected levels to bare levels

The next lemma evaluates the gap once a highest filled orbital `i` and a lowest empty orbital `j` are known. The steps `hocc` and `hemp` are the shifts by $-U/2$ and $+U/2$. Each extremum is then found by two inequalities, joined by `le_antisymm`.

```lean
/-- If `i` is a highest occupied and `j` a lowest empty orbital in the bare levels, the gap of
the configuration is `U + e j - e i`. -/
theorem gap_eq_of_extremal (e : Fin M → ℝ) (U : ℝ) {S : Finset (Fin M)} (hS : S.Nonempty)
    (hE : Sᶜ.Nonempty) {i j : Fin M} (hi : i ∈ S) (hj : j ∉ S)
    (hmax : ∀ k ∈ S, e k ≤ e i) (hmin : ∀ k, k ∉ S → e j ≤ e k) :
    gap e U S hS hE = U + e j - e i := by
  have hocc : ∀ k ∈ S, level e U (occ S) k = e k - U / 2 := by
    intro k hk
    simp only [level, occ, if_pos hk]
    ring
  have hemp : ∀ k, k ∉ S → level e U (occ S) k = e k + U / 2 := by
    intro k hk
    simp only [level, occ, if_neg hk]
    ring
  have h1 : Sᶜ.inf' hE (level e U (occ S)) = e j + U / 2 := by
    apply le_antisymm
    · rw [← hemp j hj]
      exact Finset.inf'_le _ (Finset.mem_compl.mpr hj)
    · apply Finset.le_inf'
      intro k hk
      have hk' := Finset.mem_compl.mp hk
      rw [hemp k hk']
      linarith [hmin k hk']
  have h2 : S.sup' hS (level e U (occ S)) = e i - U / 2 := by
    apply le_antisymm
    · apply Finset.sup'_le
      intro k hk
      rw [hocc k hk]
      linarith [hmax k hk]
    · rw [← hocc i hi]
      exact Finset.le_sup' _ hi
  unfold gap
  rw [h1, h2]
  ring
```

A nonempty finite set attains its extrema, so such orbitals exist whenever at least one orbital is filled and one is empty, and the general gap formula follows.

```lean
/-- The gap of any configuration with at least one occupied and one empty orbital is `U` plus the
lowest empty bare level minus the highest occupied bare level. -/
theorem gap_eq (e : Fin M → ℝ) (U : ℝ) (S : Finset (Fin M)) (hS : S.Nonempty)
    (hE : Sᶜ.Nonempty) : gap e U S hS hE = U + Sᶜ.inf' hE e - S.sup' hS e := by
  obtain ⟨i, hi, hie⟩ := Finset.exists_mem_eq_sup' hS e
  obtain ⟨j, hj, hje⟩ := Finset.exists_mem_eq_inf' hE e
  rw [hie, hje]
  refine gap_eq_of_extremal e U hS hE hi (Finset.mem_compl.mp hj) ?_ ?_
  · intro k hk
    rw [← hie]
    exact Finset.le_sup' e hk
  · intro k hk
    rw [← hje]
    exact Finset.inf'_le e (Finset.mem_compl.mpr hk)
```

## The aufbau gap and the bound on all others

`Iic h` is the set of orbitals up to and including `h`. The hypothesis `hl` makes `l` the next orbital; because both belong to `Fin M`, it encodes $1\le N<M$. `Monotone e` states the ordering and allows degenerate levels.

The first half of the proof applies the extremal lemma to `h` and `l`. The second half is the counting argument: `Finset.eq_of_subset_of_card_le` rules out both inclusions, leaving an electron `i` above `h` and a hole `j` at or below it. `linarith` combines the resulting inequalities.

```lean
/-- For ordered bare levels and consecutive orbitals `h`, `l`, the configuration filled up to
`h` has gap `U + (e l - e h)`, and every other configuration with the same number of electrons
has gap at most `U - (e l - e h)`. -/
theorem aufbau_gap_and_trapped_bound {e : Fin M → ℝ} (he : Monotone e) (U : ℝ)
    {h l : Fin M} (hl : l.val = h.val + 1) :
    (∀ hS hE, gap e U (Iic h) hS hE = U + (e l - e h)) ∧
    ∀ (S : Finset (Fin M)) (hS : S.Nonempty) (hE : Sᶜ.Nonempty),
      S.card = h.val + 1 → S ≠ Iic h → gap e U S hS hE ≤ U - (e l - e h) := by
  constructor
  · intro hS hE
    rw [gap_eq_of_extremal e U hS hE (i := h) (j := l)]
    · ring
    · exact Finset.mem_Iic.mpr le_rfl
    · rw [Finset.mem_Iic, Fin.le_def]
      omega
    · exact fun k hk => he (Finset.mem_Iic.mp hk)
    · intro k hk
      rw [Finset.mem_Iic, Fin.le_def] at hk
      exact he (Fin.le_def.mpr (by omega))
  · intro S hS hE hcard hne
    have hc : (Iic h).card = S.card := by rw [Fin.card_Iic, hcard]
    -- equal size forces both a promoted electron and a hole
    obtain ⟨i, hi, hih⟩ := Finset.not_subset.mp
      (fun hsub : S ⊆ Iic h => hne (Finset.eq_of_subset_of_card_le hsub hc.le))
    obtain ⟨j, hjh, hj⟩ := Finset.not_subset.mp
      (fun hsub : Iic h ⊆ S => hne (Finset.eq_of_subset_of_card_le hsub hc.ge).symm)
    rw [Finset.mem_Iic, Fin.le_def] at hih
    have h1 : e l ≤ e i := he (Fin.le_def.mpr (by omega))
    have h2 : e j ≤ e h := he (Finset.mem_Iic.mp hjh)
    have h3 := Finset.le_sup' e hi
    have h4 := Finset.inf'_le e (Finset.mem_compl.mpr hj)
    rw [gap_eq]
    linarith
```

The direct comparison of gaps treats `S = Iic h` separately and otherwise uses $g\ge0$.

```lean
/-- For ordered bare levels, no configuration has a larger gap than the aufbau configuration
with the same number of electrons. -/
theorem gap_le_aufbau_gap {e : Fin M → ℝ} (he : Monotone e) (U : ℝ) {h l : Fin M}
    (hl : l.val = h.val + 1) (S : Finset (Fin M)) (hS : S.Nonempty) (hE : Sᶜ.Nonempty)
    (hcard : S.card = h.val + 1) (hA : (Iic h).Nonempty) (hB : (Iic h)ᶜ.Nonempty) :
    gap e U S hS hE ≤ gap e U (Iic h) hA hB := by
  by_cases hne : S = Iic h
  · subst hne
    exact le_rfl
  · have h1 := (aufbau_gap_and_trapped_bound he U hl).2 S hS hE hcard hne
    have h2 : e h ≤ e l := he (Fin.le_def.mpr (by omega))
    rw [(aufbau_gap_and_trapped_bound he U hl).1 hA hB]
    linarith
```

## The promoted electron and the threshold for trapping

The promoted configuration is `insert l (Iio h)`: all orbitals strictly below `h`, together with `l`. For $h=0$ this is just the single orbital `l`. The extremal lemma applies with the roles of `h` and `l` exchanged.

```lean
/-- For ordered bare levels, starting from the configuration filled up to `h` and promoting one
electron from `h` to the next orbital `l` gives a configuration with gap exactly `U - (e l - e h)`.
-/
theorem promoted_gap {e : Fin M → ℝ} (he : Monotone e) (U : ℝ) {h l : Fin M}
    (hl : l.val = h.val + 1) (hS : (insert l (Iio h)).Nonempty)
    (hE : (insert l (Iio h))ᶜ.Nonempty) :
    gap e U (insert l (Iio h)) hS hE = U - (e l - e h) := by
  rw [gap_eq_of_extremal e U hS hE (i := l) (j := h)]
  · ring
  · exact Finset.mem_insert_self _ _
  · rw [Finset.mem_insert, Finset.mem_Iio, Fin.ext_iff, Fin.lt_def]
    omega
  · intro k hk
    rw [Finset.mem_insert, Finset.mem_Iio, Fin.ext_iff, Fin.lt_def] at hk
    exact he (Fin.le_def.mpr (by omega))
  · intro k hk
    rw [Finset.mem_insert, Finset.mem_Iio, Fin.ext_iff, Fin.lt_def] at hk
    exact he (Fin.le_def.mpr (by omega))
```

In the last theorem, the bound gives one direction: a positive gap no larger than $U-g$ forces $g<U$. For the converse, the promoted configuration is the witness, and the proof checks its electron number, its difference from `Iic h` and its positive gap.

```lean
/-- For ordered bare levels and consecutive orbitals `h`, `l`, a configuration with `h + 1`
electrons and a positive gap, other than the one filled up to `h`, exists exactly when `U` exceeds
the bare gap `e l - e h`. -/
theorem exists_trapped_iff {e : Fin M → ℝ} (he : Monotone e) (U : ℝ) {h l : Fin M}
    (hl : l.val = h.val + 1) :
    (∃ (S : Finset (Fin M)) (hS : S.Nonempty) (hE : Sᶜ.Nonempty),
      S.card = h.val + 1 ∧ S ≠ Iic h ∧ 0 < gap e U S hS hE) ↔ e l - e h < U := by
  constructor
  · rintro ⟨S, hS, hE, hcard, hne, hpos⟩
    linarith [(aufbau_gap_and_trapped_bound he U hl).2 S hS hE hcard hne]
  · intro hU
    have hh : h ∉ insert l (Iio h) := by
      rw [Finset.mem_insert, Finset.mem_Iio, Fin.ext_iff, Fin.lt_def]
      omega
    have hlo : l ∉ Iio h := by
      rw [Finset.mem_Iio, Fin.lt_def]
      omega
    have hS : (insert l (Iio h)).Nonempty := ⟨l, Finset.mem_insert_self _ _⟩
    have hE : (insert l (Iio h))ᶜ.Nonempty := ⟨h, Finset.mem_compl.mpr hh⟩
    refine ⟨insert l (Iio h), hS, hE, ?_, ?_, ?_⟩
    · rw [Finset.card_insert_of_notMem hlo, Fin.card_Iio]
    · intro heq
      exact hh (heq ▸ Finset.mem_Iic.mpr le_rfl)
    · rw [promoted_gap he U hl]
      linarith

end

end HubbardMetastableGap
```

```lean
#print axioms HubbardMetastableGap.hasDerivAt_energy
-- 'HubbardMetastableGap.hasDerivAt_energy' depends on axioms: [propext, Classical.choice, Quot.sound]
#print axioms HubbardMetastableGap.gap_le_aufbau_gap
-- 'HubbardMetastableGap.gap_le_aufbau_gap' depends on axioms: [propext, Classical.choice, Quot.sound]
#print axioms HubbardMetastableGap.exists_trapped_iff
-- 'HubbardMetastableGap.exists_trapped_iff' depends on axioms: [propext, Classical.choice, Quot.sound]
```
